# Decoupling the large and small components of a finite Dirac-type matrix

An electron in a molecule with heavy nuclei can be described by the Dirac equation, whose wavefunction has a large component a and a small component b. The spectrum also contains negative-energy states, about twice the rest energy below the electronic ones. Chemistry is concerned with the electronic states, so one would like an operator that acts on a alone and still gives their exact energies. If a single matrix X gives b = Xa for all the states of interest, such an operator exists. Which equation must X satisfy?

In a finite orthonormal basis, the same for both components, in atomic units and with the rest energy subtracted, the Hamiltonian is

H = [[V, cK], [cK, V − 2c²]].

Here V is the matrix of the potential, K is that of σ·p, with σ the Pauli matrices and p the momentum operator, and c is the speed of light. Each of a and b is a two-component spinor, and so are the basis functions.

## The Hamiltonian and the equation for X

```lean
import Mathlib

open Matrix

namespace ExactDecoupling

noncomputable section

variable {n : Type*} [Fintype n] [DecidableEq n]
```

The type `n` labels the basis functions of one component. It is finite, so everything below is matrix algebra.

```lean
/-- The Dirac-type Hamiltonian in two-by-two block form, with the rest energy subtracted. -/
def diracH (V K : Matrix n n ℂ) (c : ℝ) : Matrix (n ⊕ n) (n ⊕ n) ℂ :=
  fromBlocks V (c • K) (c • K) (V - (2 * c ^ 2) • (1 : Matrix n n ℂ))
```

`Matrix n n ℂ` is the type of complex square matrices. `fromBlocks` assembles four of them, and the index type `n ⊕ n` means "a large-component label or a small-component label". The symbol `•` multiplies a matrix by a number. Both components use the same V and a basis of the same size, and there is no overlap matrix. V and K need not be Hermitian unless a theorem says so.

```lean
/-- The quadratic equation `2c²X = cK - [X,V] - cXKX` for the matrix `X` that maps large
to small components. -/
def IsDecoupling (V K : Matrix n n ℂ) (c : ℝ) (X : Matrix n n ℂ) : Prop :=
  (2 * c ^ 2) • X = c • K - (X * V - V * X) - c • (X * K * X)
```

This defines a condition on X:

2c²X = cK − [X, V] − cXKX, with [X, V] = XV − VX.

It does not claim that a solution exists.

```lean
/-- The operator `V + cKX` acting on the large component alone. -/
def electronicH (V K : Matrix n n ℂ) (c : ℝ) (X : Matrix n n ℂ) : Matrix n n ℂ :=
  V + c • (K * X)
```

Substituting b = Xa into the upper row of Hψ = Eψ gives (V + cKX)a = Ea. Write h₊ = V + cKX for this operator. The name `electronicH` expresses the intended use; the definition accepts any X, and the condition does not itself select the electronic states.

## The condition as an invariant subspace

```lean
/-- The decoupling equation is the lower row of the Dirac equation for the pair `(1; X)`. -/
theorem isDecoupling_iff_lower (V K X : Matrix n n ℂ) (c : ℝ) :
    IsDecoupling V K c X ↔
      c • K + (V - (2 * c ^ 2) • (1 : Matrix n n ℂ)) * X = X * electronicH V K c X := by
  unfold IsDecoupling electronicH
  simp only [Matrix.sub_mul, Matrix.mul_add, Matrix.smul_mul, Matrix.mul_smul,
    Matrix.one_mul, Matrix.mul_assoc]
  constructor <;> intro h <;> linear_combination (norm := module) -h
```

The lower row of H acting on (1; X) is cK + (V − 2c²)X. Setting it equal to Xh₊ gives

cK + VX − 2c²X = XV + cXKX,

which rearranges to the condition. In Lean, `simp only` multiplies out the products and `linear_combination` checks the rearrangement in both directions.

```lean
/-- `X` solves the decoupling equation exactly when `H (1; X) = (1; X) (V + cKX)`. -/
theorem isDecoupling_iff_invariant (V K X : Matrix n n ℂ) (c : ℝ) :
    IsDecoupling V K c X ↔
      diracH V K c * fromRows (1 : Matrix n n ℂ) X =
        fromRows (1 : Matrix n n ℂ) X * electronicH V K c X := by
  rw [isDecoupling_iff_lower, diracH, fromBlocks_mul_fromRows, fromRows_mul]
  constructor
  · intro h
    rw [Matrix.mul_one, Matrix.mul_one, h, Matrix.one_mul, Matrix.smul_mul]
    rfl
  · intro h
    have h2 := congrArg toRows₂ h
    simpa only [toRows₂_fromRows, Matrix.mul_one] using h2
```

`fromRows 1 X` stacks the identity on top of X. The upper row of H(1; X) = (1; X)h₊ reads V + cKX = h₊, which is the definition; the lower row is the previous theorem. The condition therefore says that H maps vectors of the form (a, Xa) to vectors of the same form.

## From eigenvectors to X, and back

```lean
/-- If the columns of `(L; S)` are eigenvectors of `H` and `L` is invertible, then `X = S L⁻¹`
solves the decoupling equation, and the columns of `L` are eigenvectors of `V + cKX`
with the same eigenvalues. -/
theorem isDecoupling_of_eigenvectors (V K L S : Matrix n n ℂ) (c : ℝ) (e : n → ℂ)
    (hL : IsUnit L.det)
    (h : diracH V K c * fromRows L S = fromRows L S * diagonal e) :
    IsDecoupling V K c (S * L⁻¹) ∧
      electronicH V K c (S * L⁻¹) * L = L * diagonal e := by
  have hX : S * L⁻¹ * L = S := by
    rw [Matrix.mul_assoc, Matrix.nonsing_inv_mul L hL, Matrix.mul_one]
  rw [diracH, fromBlocks_mul_fromRows, fromRows_mul] at h
  have h1 := congrArg toRows₁ h
  have h2 := congrArg toRows₂ h
  simp only [toRows₁_fromRows] at h1
  simp only [toRows₂_fromRows] at h2
  -- the upper row gives the eigenvalue equation of the electronic operator
  have h3 : electronicH V K c (S * L⁻¹) * L = L * diagonal e := by
    rw [electronicH, Matrix.add_mul, Matrix.smul_mul, Matrix.mul_assoc K, hX,
      ← Matrix.smul_mul]
    exact h1
  refine ⟨(isDecoupling_iff_lower _ _ _ _).2 ?_, h3⟩
  -- the lower row, after cancelling `L`, gives the equation for `X`
  apply ((Matrix.isUnit_iff_isUnit_det L).2 hL).mul_right_cancel
  rw [Matrix.add_mul, Matrix.mul_assoc _ (S * L⁻¹) L, hX, h2,
    Matrix.mul_assoc (S * L⁻¹), h3, ← Matrix.mul_assoc, hX]
```

Take as columns as many eigenvectors of H as there are labels in `n`, with large parts in L, small parts in S and eigenvalues e on a diagonal matrix. The hypothesis `IsUnit L.det` says that L is invertible. Physically, the chosen states are linearly independent and no nonzero combination of them has a vanishing large component. This is assumed, not derived.

Set X = SL⁻¹, so that XL = S. The two rows of the eigenvalue equation are

VL + cKS = L diag(e),
cKL + (V − 2c²)S = S diag(e).

With S = XL, the upper row becomes h₊L = L diag(e), which is `h3`. The lower row becomes

[cK + (V − 2c²)X]L = XL diag(e) = Xh₊L.

Cancelling L on the right (`mul_right_cancel`) leaves the lower-row form of the condition.

```lean
/-- If `X` solves the decoupling equation, each eigenvector `a` of `V + cKX` gives the
eigenvector `(a, Xa)` of `H` with the same eigenvalue. -/
theorem eigenvector_of_isDecoupling {V K X : Matrix n n ℂ} {c : ℝ}
    (h : IsDecoupling V K c X) {a : n → ℂ} {E : ℂ} (ha : a ≠ 0)
    (hE : electronicH V K c X *ᵥ a = E • a) :
    Sum.elim a (X *ᵥ a) ≠ 0 ∧
      diracH V K c *ᵥ Sum.elim a (X *ᵥ a) = E • Sum.elim a (X *ᵥ a) := by
  constructor
  · intro h0
    apply ha
    funext i
    simpa using congrFun h0 (Sum.inl i)
  · have hT : fromRows (1 : Matrix n n ℂ) X *ᵥ a = Sum.elim a (X *ᵥ a) := by
      rw [fromRows_mulVec, Matrix.one_mulVec]
    rw [← hT, Matrix.mulVec_mulVec, (isDecoupling_iff_invariant _ _ _ _).1 h,
      ← Matrix.mulVec_mulVec, hE, Matrix.mulVec_smul]
```

Conversely, let X satisfy the condition and let h₊a = Ea with a ≠ 0. Then

H(a, Xa) = H(1; X)a = (1; X)h₊a = E(a, Xa).

`Sum.elim a (X *ᵥ a)` is the vector (a, Xa), and `*ᵥ` is a matrix acting on a vector. The vector is nonzero because its upper half is a. Its squared norm is a†(1 + X†X)a, so the normalised state is (a, Xa) divided by the square root of that number.

This is the algebra behind exact two-component methods in relativistic electronic structure, here for a one-electron matrix with a given potential and the simple basis described above. Practical calculations usually build the small-component basis from the large one by kinetic balance, which changes the blocks of H and brings in overlap matrices.

## The remaining half of the spectrum

```lean
/-- The secular determinant of `H` is the product of those of `V + cKX` and
`V - 2c² - cXK`. -/
theorem secular_det_factor {V K X : Matrix n n ℂ} {c : ℝ}
    (h : IsDecoupling V K c X) (E : ℂ) :
    (diracH V K c - E • (1 : Matrix (n ⊕ n) (n ⊕ n) ℂ)).det =
      (electronicH V K c X - E • (1 : Matrix n n ℂ)).det *
      (V - (2 * c ^ 2) • (1 : Matrix n n ℂ) - c • (X * K) - E • (1 : Matrix n n ℂ)).det := by
  have h' := (isDecoupling_iff_lower _ _ _ _).1 h
  have hH : diracH V K c - E • (1 : Matrix (n ⊕ n) (n ⊕ n) ℂ) =
      fromBlocks (V - E • (1 : Matrix n n ℂ)) (c • K) (c • K)
        (V - (2 * c ^ 2) • (1 : Matrix n n ℂ) - E • (1 : Matrix n n ℂ)) := by
    ext (i | i) (j | j) <;> simp [diracH, Matrix.one_apply]
  -- a triangular change of basis removes the lower left block
  have key : (diracH V K c - E • (1 : Matrix (n ⊕ n) (n ⊕ n) ℂ)) * fromBlocks 1 0 X 1 =
      fromBlocks 1 0 X 1 * fromBlocks (electronicH V K c X - E • (1 : Matrix n n ℂ)) (c • K) 0
        (V - (2 * c ^ 2) • (1 : Matrix n n ℂ) - c • (X * K) - E • (1 : Matrix n n ℂ)) := by
    rw [hH, fromBlocks_multiply, fromBlocks_multiply]
    refine fromBlocks_inj.2 ⟨?_, ?_, ?_, ?_⟩
    · simp only [electronicH, Matrix.mul_one, Matrix.one_mul, Matrix.smul_mul, Matrix.mul_zero]
      abel
    · simp
    · rw [Matrix.sub_mul _ (E • (1 : Matrix n n ℂ)) X, Matrix.mul_sub X, ← h']
      simp only [Matrix.smul_mul, Matrix.mul_smul, Matrix.one_mul, Matrix.mul_one,
        Matrix.mul_zero]
      abel
    · simp only [Matrix.mul_smul, Matrix.one_mul, Matrix.mul_one, Matrix.mul_zero]
      abel
  have hd := congrArg Matrix.det key
  rw [Matrix.det_mul, Matrix.det_mul, det_fromBlocks_zero₁₂, det_fromBlocks_zero₂₁] at hd
  simpa only [Matrix.det_one, mul_one, one_mul] using hd
```

Let T = [[1, 0], [X, 1]]. The condition gives

HT = T [[h₊, cK], [0, V − 2c² − cXK]].

Subtract ET from both sides and take determinants. Since det T = 1 and the last matrix is block triangular,

det(H − E) = det(h₊ − E) · det(V − 2c² − cXK − E).

The eigenvalues of H are thus those of the two smaller matrices, with algebraic multiplicities. In the proof, `key` is the matrix identity, checked block by block, and the determinant lemmas do the rest.

## Hermitian V and K

```lean
/-- For Hermitian `V` and `K`, the basis with block columns `(1; X)` and `(-X†; 1)` brings `H`
to block-diagonal form, and the two block columns are orthogonal to each other. -/
theorem orthogonal_decoupling {V K X : Matrix n n ℂ} {c : ℝ}
    (hV : V.IsHermitian) (hK : K.IsHermitian) (h : IsDecoupling V K c X) :
    diracH V K c * fromBlocks 1 (-Xᴴ) X 1 =
      fromBlocks 1 (-Xᴴ) X 1 * fromBlocks (electronicH V K c X) 0 0
        (V - (2 * c ^ 2) • (1 : Matrix n n ℂ) - c • (K * Xᴴ)) ∧
    (fromBlocks 1 (-Xᴴ) X 1)ᴴ * fromBlocks 1 (-Xᴴ) X 1 =
      fromBlocks (1 + Xᴴ * X) 0 0 (1 + X * Xᴴ) := by
  have h' := (isDecoupling_iff_lower _ _ _ _).1 h
  -- the adjoint equation governs the second block column
  have hadj := congrArg Matrix.conjTranspose h
  simp only [conjTranspose_smul, conjTranspose_sub, conjTranspose_mul, hV.eq, hK.eq,
    star_trivial] at hadj
  constructor
  · rw [diracH, fromBlocks_multiply, fromBlocks_multiply]
    refine fromBlocks_inj.2 ⟨?_, ?_, ?_, ?_⟩
    · simp [electronicH]
    · simp only [Matrix.mul_neg, Matrix.neg_mul, Matrix.mul_sub, Matrix.mul_smul,
        Matrix.mul_one, Matrix.mul_zero, zero_add]
      linear_combination (norm := module) -hadj
    · simpa only [Matrix.mul_one, Matrix.mul_zero, add_zero] using h'
    · simp only [Matrix.mul_neg, Matrix.smul_mul, Matrix.mul_one, Matrix.one_mul,
        Matrix.mul_zero, zero_add]
      abel
  · rw [fromBlocks_conjTranspose, fromBlocks_multiply]
    refine fromBlocks_inj.2 ⟨?_, ?_, ?_, ?_⟩ <;> simp [add_comm]
```

The symbol `ᴴ` is the conjugate transpose, written † here. Both theorems in this section assume that X satisfies the decoupling condition. For Hermitian V and K, the adjoint of that condition is

2c²X† = cK − (VX† − X†V) − cX†KX†.

Let h₋ = V − 2c² − cKX†. The adjoint equation rearranges to −VX† + cK = −X†h₋, the upper row of

H(−X†; 1) = (−X†; 1)h₋.

The lower row is the definition of h₋. So H sends each block column to itself times a smaller matrix, and the coupling is gone. The overlap between the two columns is −X† + X† = 0. Their own overlaps are 1 + X†X and 1 + XX†, so normalised columns are (1; X)(1 + X†X)^(−1/2) and (−X†; 1)(1 + XX†)^(−1/2).

```lean
/-- For Hermitian `V` and `K`, the product of the metric `1 + X†X` with `V + cKX`
is Hermitian. -/
theorem metric_mul_electronicH_isHermitian {V K X : Matrix n n ℂ} {c : ℝ}
    (hV : V.IsHermitian) (hK : K.IsHermitian) (h : IsDecoupling V K c X) :
    ((1 + Xᴴ * X) * electronicH V K c X).IsHermitian := by
  have e : (1 + Xᴴ * X) * electronicH V K c X = V + c • (K * X) + c • (Xᴴ * K) +
      Xᴴ * ((V - (2 * c ^ 2) • (1 : Matrix n n ℂ)) * X) := by
    rw [Matrix.add_mul, Matrix.one_mul, Matrix.mul_assoc,
      ← (isDecoupling_iff_lower _ _ _ _).1 h, electronicH, Matrix.mul_add, Matrix.mul_smul]
    abel
  rw [e, Matrix.IsHermitian]
  simp only [conjTranspose_add, conjTranspose_sub, conjTranspose_smul, conjTranspose_mul,
    conjTranspose_one, conjTranspose_conjTranspose, star_trivial, hV.eq, hK.eq,
    Matrix.mul_assoc]
  abel
```

In general h₊ is not Hermitian. Multiplying by the metric and replacing Xh₊ by the lower row gives

(1 + X†X)h₊ = V + cKX + cX†K + X†(V − 2c²)X.

The two middle terms are adjoints of each other and the outer ones are Hermitian. Lean proves this expansion as `e`, then takes the adjoint term by term. With M = 1 + X†X, it follows by a further line of algebra, not included in the file, that M^(1/2) h₊ M^(−1/2) is Hermitian; this is the two-component Hamiltonian for normalised states.

## A free particle in closed form

```lean
/-- For a constant potential `v` and `K² = p²`, the matrix `X = cK / (c² + √(c⁴ + c²p²))` solves
the decoupling equation, and `V + cKX` is the number `v + √(c⁴ + c²p²) - c²`. -/
theorem free_particle {K : Matrix n n ℂ} {c p : ℝ} (v : ℝ) (hc : 0 < c)
    (hK : K * K = (p ^ 2) • (1 : Matrix n n ℂ)) :
    IsDecoupling (v • 1) K c ((c / (c ^ 2 + √(c ^ 4 + c ^ 2 * p ^ 2))) • K) ∧
    electronicH (v • 1) K c ((c / (c ^ 2 + √(c ^ 4 + c ^ 2 * p ^ 2))) • K) =
      (v + √(c ^ 4 + c ^ 2 * p ^ 2) - c ^ 2) • (1 : Matrix n n ℂ) := by
  have hw : √(c ^ 4 + c ^ 2 * p ^ 2) ^ 2 = c ^ 4 + c ^ 2 * p ^ 2 :=
    Real.sq_sqrt (by positivity)
  have hd : 0 < c ^ 2 + √(c ^ 4 + c ^ 2 * p ^ 2) := by positivity
  set w := √(c ^ 4 + c ^ 2 * p ^ 2)
  have hxd : c / (c ^ 2 + w) * (c ^ 2 + w) = c := div_mul_cancel₀ c hd.ne'
  set x := c / (c ^ 2 + w)
  -- the kinetic energy, and the scalar form of the decoupling equation
  have h2 : c * x * p ^ 2 = w - c ^ 2 := by
    apply mul_right_cancel₀ hd.ne'
    linear_combination c * p ^ 2 * hxd - hw
  have hx : 2 * c ^ 2 * x = c - c * x ^ 2 * p ^ 2 := by
    linear_combination hxd + x * h2
  constructor
  · have hxK : (2 * c ^ 2 * x) • K = (c - c * x ^ 2 * p ^ 2) • K := by rw [hx]
    unfold IsDecoupling
    simp only [Matrix.smul_mul, Matrix.mul_smul, Matrix.mul_one, Matrix.one_mul, hK]
    linear_combination (norm := module) hxK
  · have h21 : (c * x * p ^ 2) • (1 : Matrix n n ℂ) = (w - c ^ 2) • (1 : Matrix n n ℂ) := by
      rw [h2]
    unfold electronicH
    simp only [Matrix.mul_smul, hK]
    linear_combination (norm := module) h21
```

Now let the potential be a constant v and let K² = p², where p is now a number. The second assumption describes states with a single magnitude of momentum. With c > 0, write w = √(c⁴ + c²p²) and try X = xK with x = c/(c² + w). The commutator vanishes, and the condition holds if

2c²x = c − cx²p².

Since w² − c⁴ = c²p²,

cxp² = c²p²/(c² + w) = w − c².

Using c = x(c² + w), we get

c − cx²p² = x(c² + w) − x(w − c²) = 2c²x.

The same value of cxp² gives h₊ = v + w − c², the potential plus the relativistic kinetic energy. In the file, `h2` is the kinetic-energy identity and `hx` is the scalar equation; the final steps multiply `hx` by K and `h2` by the identity matrix.

```lean
/-- The matrix `σ·p` squares to `p²`, as the free-particle theorem requires of `K`. -/
theorem free_particle_witness (px py pz : ℝ) :
    (!![(pz : ℂ), px - py * Complex.I; px + py * Complex.I, -pz] *
      !![(pz : ℂ), px - py * Complex.I; px + py * Complex.I, -pz]) =
      (√(px ^ 2 + py ^ 2 + pz ^ 2) ^ 2) • (1 : Matrix (Fin 2) (Fin 2) ℂ) := by
  rw [Real.sq_sqrt (by positivity)]
  ext i j
  fin_cases i <;> fin_cases j <;>
    simp [Matrix.mul_apply, Fin.sum_univ_succ] <;>
    first
      | ring1
      | linear_combination (-(py : ℂ) ^ 2) * Complex.I_sq
```

The 2×2 matrix is σ·p for a momentum (px, py, pz). Its diagonal entries square to pz², the off-diagonal products give px² + py², and the cross terms cancel. So K² = p² holds with p = √(px² + py² + pz²). Lean compares the four entries separately.

## A solution with a nonzero commutator

```lean
/-- An explicit Hermitian pair `V`, `K` at `c = 1` with a solution `X` of the decoupling
equation that does not commute with `V`. -/
theorem isDecoupling_witness :
    (!![7 / 25, 0; 0, -(7 / 25)] : Matrix (Fin 2) (Fin 2) ℂ).IsHermitian ∧
    (!![0, 24 / 25; 24 / 25, 0] : Matrix (Fin 2) (Fin 2) ℂ).IsHermitian ∧
    IsDecoupling !![7 / 25, 0; 0, -(7 / 25)] !![0, 24 / 25; 24 / 25, 0] 1
      !![0, 1 / 2; 1 / 3, 0] ∧
    (!![0, 1 / 2; 1 / 3, 0] * !![7 / 25, 0; 0, -(7 / 25)] : Matrix (Fin 2) (Fin 2) ℂ) ≠
      !![7 / 25, 0; 0, -(7 / 25)] * !![0, 1 / 2; 1 / 3, 0] := by
  refine ⟨?_, ?_, ?_, ?_⟩
  · ext i j
    fin_cases i <;> fin_cases j <;> simp
  · ext i j
    fin_cases i <;> fin_cases j <;> simp
  · unfold IsDecoupling
    ext i j
    fin_cases i <;> fin_cases j <;>
      simp <;> norm_num
  · intro h
    have h01 := congrFun (congrFun h 0) 1
    norm_num [Matrix.mul_apply, Fin.sum_univ_succ] at h01

end

end ExactDecoupling
```

For the free particle the term [X, V] plays no part. This example, chosen for its simple numbers and not as a model of an atom, has c = 1 and

V = [[7/25, 0], [0, −7/25]], K = [[0, 24/25], [24/25, 0]], X = [[0, 1/2], [1/3, 0]].

Both V and K are Hermitian. Counting rows and columns from 0, as Lean does, entry (0,1) of the condition reads

2 · 1/2 = 24/25 + 7/25 − 6/25,

and entry (1,0) reads

2 · 1/3 = 72/75 − 14/75 − 8/75.

The diagonal entries vanish on both sides. Entry (0,1) of XV is −7/50 and that of VX is 7/50, so X and V do not commute.

```lean
#print axioms ExactDecoupling.isDecoupling_iff_lower
#print axioms ExactDecoupling.eigenvector_of_isDecoupling
#print axioms ExactDecoupling.metric_mul_electronicH_isHermitian
#print axioms ExactDecoupling.free_particle
```

```
'ExactDecoupling.isDecoupling_iff_lower' depends on axioms: [propext, Classical.choice, Quot.sound]
'ExactDecoupling.eigenvector_of_isDecoupling' depends on axioms: [propext, Classical.choice, Quot.sound]
'ExactDecoupling.metric_mul_electronicH_isHermitian' depends on axioms: [propext, Classical.choice, Quot.sound]
'ExactDecoupling.free_particle' depends on axioms: [propext, Classical.choice, Quot.sound]
```
